# Polarizabilities from trial subspaces: monotone in the space, with an error quadratic in the residual

Let a molecule in a weak static field have a real, symmetric, positive definite response matrix $A$ of finite size and a dipole vector $b$, whose entries are the derivatives of the dipole moment along the field with respect to the response parameters. Its polarizability along the field is $\alpha=b\cdot A^{-1}b$. For any trial response $y$, the functional
$$J(y)=2\,b\cdot y-y\cdot Ay$$
falls short of $\alpha$ by exactly $r\cdot A^{-1}r$, where $r=b-Ay$ is the residual. If $\alpha_U$ denotes the maximum of $J$ on a subspace $U$, then $U\subseteq W$ implies $\alpha_U\le\alpha_W\le\alpha$.

The functional comes from the energy. In a field of strength $F$, a response $Fy$ changes the energy to second order by $\tfrac12F^2\,y\cdot Ay-F^2\,b\cdot y=-\tfrac12F^2J(y)$, so minimizing the energy maximizes $J$. Positive definiteness says that the field-free state is stable: every response described by $A$ costs energy. Spin and orbital prefactors, which differ between textbooks, are absorbed in $A$ and $b$.

## The error as a quadratic form

Write $x=A^{-1}b$ for the exact response and $e=x-y$ for the error. Then $r=Ax-Ay=Ae$, so $A^{-1}r=e$ and
$$r\cdot A^{-1}r=(b-Ay)\cdot(x-y)=b\cdot x-b\cdot y-(Ay)\cdot x+(Ay)\cdot y.$$
By symmetry $(Ay)\cdot x=y\cdot Ax=b\cdot y$, and therefore
$$r\cdot A^{-1}r=\alpha-2\,b\cdot y+y\cdot Ay=\alpha-J(y).$$
Since $r=Ae$, the same quantity is $e\cdot Ae\ge0$.

## The best response in a subspace

A Galerkin solution is a vector $y\in U$ with $u\cdot(b-Ay)=0$ for all $u\in U$. In a basis $u_1,\dots,u_k$ of $U$ these are $k$ linear equations in $k$ unknowns, with matrix $u_i\cdot Au_j$. If coefficients $c_j$ solve the homogeneous equations, then $v=\sum_jc_ju_j$ satisfies $v\cdot Av=0$. Hence $v=0$, all $c_j$ vanish, and the equations are solvable for every $b$.

For any $v\in U$ put $d=v-y$, which also lies in $U$. Then
$$J(v)=J(y)+2\,d\cdot(b-Ay)-d\cdot Ad=J(y)-d\cdot Ad\le J(y),$$
so $\alpha_U=J(y)$. Taking $u=y$ in the Galerkin condition gives $y\cdot Ay=b\cdot y$, hence $\alpha_U=b\cdot y$.

If $U\subseteq W$, the maximizer on $U$ is also a candidate on $W$, so $\alpha_U\le\alpha_W$; the error formula gives $\alpha_W\le\alpha$. If $\alpha_U=\alpha$, then $e\cdot Ae=0$, so $e=0$ and $x=y\in U$. Conversely, if $x\in U$, then $\alpha=J(x)\le\alpha_U\le\alpha$.

Finally, let $m>0$ satisfy $m\,z\cdot z\le z\cdot Az$ for all $z$; any positive lower bound on the eigenvalues of $A$ will do. Physically, $m$ is a lower bound on the stiffness of the molecule against any response described by $A$. Expanding a square,
$$0\le(Ae-me)\cdot(Ae-me)=r\cdot r-2m\,e\cdot Ae+m^2\,e\cdot e\le r\cdot r-m\,e\cdot Ae,$$
so $\alpha-\alpha_U=e\cdot Ae\le r\cdot r/m$.

For an iterative linear-response solver that takes the Galerkin solution in each trial space, with $A$ and $b$ fixed, halving the residual norm thus divides this bound on the polarizability error by four. The value $\alpha$ belongs to the given matrix: passing to a larger orbital basis changes $A$ and $b$, and the approach to the complete-basis limit is a separate question.

## Vectors, functional and trial spaces in Lean

Vectors are functions `n → ℝ` on a finite index set `n`, which labels the response parameters. The symbol `⬝ᵥ` is the dot product and `*ᵥ` applies a matrix to a vector.

```lean
import Mathlib

open Matrix

namespace VariationalPolarizability

noncomputable section

variable {n : Type*} [Fintype n] {A : Matrix n n ℝ}
```

The polarizability is a single number for one field direction. Off-diagonal tensor components and frequency-dependent response are not treated.

```lean
/-- The polarizability `b · A⁻¹ b` for an invertible response matrix `A` and a dipole
vector `b`. -/
def polarizability [DecidableEq n] (A : Matrix n n ℝ) (b : n → ℝ) : ℝ := b ⬝ᵥ A⁻¹ *ᵥ b
```

The name `J` is the functional above, not a Coulomb integral.

```lean
/-- The variational functional `J(y) = 2 b · y - y · A y` of a trial response `y`. -/
def J (A : Matrix n n ℝ) (b y : n → ℝ) : ℝ := 2 * (b ⬝ᵥ y) - y ⬝ᵥ A *ᵥ y

/-- The residual `b - A y` of the linear response equation. -/
def residual (A : Matrix n n ℝ) (b y : n → ℝ) : n → ℝ := b - A *ᵥ y
```

A trial space is a `Submodule`, and $\alpha_U$ is `subspacePolarizability A b U`. It is defined as a supremum; that it is a maximum is proved below.

```lean
/-- The supremum of `J` over a trial subspace `U`, for positive definite `A`. -/
def subspacePolarizability (A : Matrix n n ℝ) (b : n → ℝ) (U : Submodule ℝ (n → ℝ)) : ℝ :=
  sSup (J A b '' (U : Set (n → ℝ)))
```

The Galerkin condition has two parts: membership in `U` and orthogonality of the residual to `U`.

```lean
/-- A Galerkin solution: a vector of `U` whose residual is orthogonal to `U`. -/
def IsGalerkin (A : Matrix n n ℝ) (b : n → ℝ) (U : Submodule ℝ (n → ℝ)) (y : n → ℝ) : Prop :=
  y ∈ U ∧ ∀ u ∈ U, u ⬝ᵥ residual A b y = 0
```

## Symmetry, positivity and the error formula

The hypothesis `A.PosDef` includes symmetry, because a real Hermitian matrix equals its transpose. The first lemma moves $A$ from one side of the dot product to the other.

```lean
/-- The bilinear form of a positive definite real response matrix is symmetric. -/
theorem form_symm (hA : A.PosDef) (x y : n → ℝ) : x ⬝ᵥ A *ᵥ y = y ⬝ᵥ A *ᵥ x := by
  have hT : Aᵀ = A := by
    simpa [Matrix.conjTranspose_eq_transpose_of_trivial] using hA.isHermitian.eq
  rw [Matrix.dotProduct_mulVec, ← Matrix.mulVec_transpose, hT, dotProduct_comm]
```

The second supplies $x\cdot Ax\ge0$, with equality only at $x=0$; here `x` is an arbitrary vector.

```lean
/-- For positive definite `A` the quadratic form `x · A x` is nonnegative and vanishes only
at `x = 0`. -/
theorem form_nonneg (hA : A.PosDef) (x : n → ℝ) :
    0 ≤ x ⬝ᵥ A *ᵥ x ∧ (x ⬝ᵥ A *ᵥ x = 0 ↔ x = 0) := by
  rcases eq_or_ne x 0 with rfl | h
  · simp
  · have p : 0 < x ⬝ᵥ A *ᵥ x := by simpa using hA.dotProduct_mulVec_pos h
    exact ⟨p.le, fun h0 => absurd h0 p.ne', fun h0 => absurd h0 h⟩
```

In the error formula, `hs` is $Ax=b$ for the exact response $x$, `h1` is $A^{-1}r=e$, and `h2` is $(Ay)\cdot x=b\cdot y$. After expansion, `ring` collects the terms. The trial vector `y` is arbitrary.

```lean
/-- For positive definite `A`, the error of the variational value `J(y)` is the quadratic
form `r · A⁻¹ r` of the residual `r = b - A y`. -/
theorem gap_eq_residual [DecidableEq n] (hA : A.PosDef) (b y : n → ℝ) :
    polarizability A b - J A b y = residual A b y ⬝ᵥ A⁻¹ *ᵥ residual A b y := by
  have hu : IsUnit A.det := hA.det_pos.ne'.isUnit
  have hs : A *ᵥ (A⁻¹ *ᵥ b) = b := by
    rw [Matrix.mulVec_mulVec, Matrix.mul_nonsing_inv _ hu, Matrix.one_mulVec]
  -- the inverse turns the residual into the error of the response vector
  have h1 : A⁻¹ *ᵥ (b - A *ᵥ y) = A⁻¹ *ᵥ b - y := by
    rw [Matrix.mulVec_sub, Matrix.mulVec_mulVec, Matrix.nonsing_inv_mul _ hu,
      Matrix.one_mulVec]
  have h2 : (A *ᵥ y) ⬝ᵥ (A⁻¹ *ᵥ b) = b ⬝ᵥ y := by
    rw [dotProduct_comm (A *ᵥ y), form_symm hA, hs, dotProduct_comm y b]
  unfold polarizability J residual
  rw [h1, sub_dotProduct, dotProduct_sub, dotProduct_sub, h2, dotProduct_comm (A *ᵥ y) y]
  ring
```

Substituting $A^{-1}r=e$ and $Ae=r$ gives the form in the error vector.

```lean
/-- For positive definite `A`, the error of `J(y)` is the quadratic form of `A` at the
error `A⁻¹ b - y` of the response vector. -/
theorem gap_eq_error [DecidableEq n] (hA : A.PosDef) (b y : n → ℝ) :
    polarizability A b - J A b y = (A⁻¹ *ᵥ b - y) ⬝ᵥ A *ᵥ (A⁻¹ *ᵥ b - y) := by
  have hu : IsUnit A.det := hA.det_pos.ne'.isUnit
  have he : A⁻¹ *ᵥ residual A b y = A⁻¹ *ᵥ b - y := by
    rw [residual, Matrix.mulVec_sub, Matrix.mulVec_mulVec, Matrix.nonsing_inv_mul _ hu,
      Matrix.one_mulVec]
  have hr : A *ᵥ (A⁻¹ *ᵥ b - y) = residual A b y := by
    rw [residual, Matrix.mulVec_sub, Matrix.mulVec_mulVec, Matrix.mul_nonsing_inv _ hu,
      Matrix.one_mulVec]
  rw [gap_eq_residual hA, he, hr]
  exact dotProduct_comm _ _
```

## Existence and maximality of the Galerkin solution

Lean solves the Galerkin equations without choosing a basis. The map `T` sends $y\in U$ to the linear functional $u\mapsto u\cdot Ay$ on $U$, and `l` is the functional $u\mapsto u\cdot b$. Positivity makes `T` injective; since $U$ and its dual have equal dimension, `T` is also surjective and reaches `l`.

```lean
/-- For positive definite `A`, every trial subspace contains a Galerkin solution. -/
theorem exists_galerkin (hA : A.PosDef) (b : n → ℝ) (U : Submodule ℝ (n → ℝ)) :
    ∃ y, IsGalerkin A b U y := by
  -- the response matrix restricted to `U`, as a map from `U` to its dual
  let T : U →ₗ[ℝ] Module.Dual ℝ U :=
    LinearMap.mk₂ ℝ (fun y u : U => (u : n → ℝ) ⬝ᵥ A *ᵥ (y : n → ℝ))
      (by intro x y u; simp [Matrix.mulVec_add, dotProduct_add])
      (by intro c y u; simp [Matrix.mulVec_smul, dotProduct_smul])
      (by intro y u v; simp [add_dotProduct])
      (by intro c y u; simp [smul_dotProduct])
  let l : Module.Dual ℝ U :=
    { toFun := fun u => (u : n → ℝ) ⬝ᵥ b
      map_add' := by intro u v; simp [add_dotProduct]
      map_smul' := by intro c u; simp [smul_dotProduct] }
  have hinj : Function.Injective T := by
    refine (injective_iff_map_eq_zero T).2 fun y hy => ?_
    have h0 : (y : n → ℝ) ⬝ᵥ A *ᵥ (y : n → ℝ) = 0 := LinearMap.congr_fun hy y
    exact Subtype.ext ((form_nonneg hA _).2.1 h0)
  -- equal dimensions turn injectivity into solvability
  obtain ⟨y, hy⟩ := (LinearMap.injective_iff_surjective_of_finrank_eq_finrank
    (Subspace.dual_finrank_eq (K := ℝ) (V := U)).symm).1 hinj l
  refine ⟨y, y.2, fun u hu => ?_⟩
  have h : u ⬝ᵥ A *ᵥ (y : n → ℝ) = u ⬝ᵥ b := LinearMap.congr_fun hy ⟨u, hu⟩
  rw [residual, dotProduct_sub, h, sub_self]
```

The next theorem completes the square. In its proof, `h1` is the Galerkin condition for $d=v-y$ and `h2` is $d\cdot Ad\ge0$. `IsGreatest` states that the supremum is attained, and the other two conclusions give its value as $J(y)$ and as $b\cdot y$.

```lean
/-- For positive definite `A`, the supremum of `J` on `U` is attained at a Galerkin
solution `y`, and its value is `b · y`. -/
theorem galerkin_max (hA : A.PosDef) {b y : n → ℝ} {U : Submodule ℝ (n → ℝ)}
    (hy : IsGalerkin A b U y) :
    IsGreatest (J A b '' (U : Set (n → ℝ))) (subspacePolarizability A b U) ∧
      subspacePolarizability A b U = J A b y ∧
      subspacePolarizability A b U = b ⬝ᵥ y := by
  have hg : IsGreatest (J A b '' (U : Set (n → ℝ))) (J A b y) := by
    refine ⟨⟨y, hy.1, rfl⟩, ?_⟩
    rintro _ ⟨v, hv, rfl⟩
    -- complete the square around `y`
    have h1 := hy.2 (v - y) (U.sub_mem hv hy.1)
    have h2 := (form_nonneg hA (v - y)).1
    simp only [residual, Matrix.mulVec_sub, dotProduct_sub, sub_dotProduct] at h1 h2
    unfold J
    linarith [form_symm hA v y, dotProduct_comm b v, dotProduct_comm b y]
  have hs : subspacePolarizability A b U = J A b y := hg.csSup_eq
  refine ⟨hs ▸ hg, hs, ?_⟩
  have h := hy.2 y hy.1
  rw [residual, dotProduct_sub] at h
  rw [hs, J]
  linarith [dotProduct_comm b y]
```

## Monotonicity, exactness and the error bound

Inclusion of subspaces is written `U ≤ W`. The proof takes a Galerkin solution in each space and compares values as above. The inequalities are not strict: an added direction may leave the value unchanged.

```lean
/-- For positive definite `A`, enlarging the trial space from `U` to `W` never lowers the
variational polarizability, which never exceeds the exact one. -/
theorem polarizability_monotone [DecidableEq n] (hA : A.PosDef) (b : n → ℝ) {U W : Submodule ℝ (n → ℝ)}
    (hUW : U ≤ W) :
    subspacePolarizability A b U ≤ subspacePolarizability A b W ∧
      subspacePolarizability A b W ≤ polarizability A b := by
  obtain ⟨y, hy⟩ := exists_galerkin hA b U
  obtain ⟨w, hw⟩ := exists_galerkin hA b W
  constructor
  · rw [(galerkin_max hA hy).2.1]
    exact (galerkin_max hA hw).1.2 ⟨y, hUW hy.1, rfl⟩
  · rw [(galerkin_max hA hw).2.1]
    linarith [gap_eq_error hA b w, (form_nonneg hA (A⁻¹ *ᵥ b - w)).1]
```

The exactness criterion uses the vanishing of $e\cdot Ae$ in one direction and evaluates `J` at the exact response in the other.

```lean
/-- For positive definite `A`, a trial subspace gives the exact polarizability if and only
if it contains the exact response vector `A⁻¹ b`. -/
theorem exact_iff [DecidableEq n] (hA : A.PosDef) (b : n → ℝ) (U : Submodule ℝ (n → ℝ)) :
    subspacePolarizability A b U = polarizability A b ↔ A⁻¹ *ᵥ b ∈ U := by
  obtain ⟨y, hy⟩ := exists_galerkin hA b U
  have hm := galerkin_max hA hy
  constructor
  · intro h
    have h0 : (A⁻¹ *ᵥ b - y) ⬝ᵥ A *ᵥ (A⁻¹ *ᵥ b - y) = 0 := by
      linarith [gap_eq_error hA b y, hm.2.1]
    rw [sub_eq_zero.1 ((form_nonneg hA _).2.1 h0)]
    exact hy.1
  · intro hx
    have g := gap_eq_error hA b (A⁻¹ *ᵥ b)
    rw [sub_self (A⁻¹ *ᵥ b), Matrix.mulVec_zero, dotProduct_zero] at g
    have h1 : J A b (A⁻¹ *ᵥ b) ≤ subspacePolarizability A b U := hm.1.2 ⟨_, hx, rfl⟩
    linarith [(polarizability_monotone hA b (le_refl U)).2]
```

The last theorem takes the lower bound `m` as the hypothesis `hb`; a calculation has to supply it. After `generalize`, the error vector is called `z`. Then `h0` is the expanded square, `h1` is `hb` multiplied by `m`, and `nlinarith` combines them.

```lean
/-- If `A` is positive definite and its quadratic form is at least `m > 0` times the squared
length, the error at a Galerkin solution equals `r · A⁻¹ r` and is at most `r · r / m`, with
`r` the residual. -/
theorem galerkin_error [DecidableEq n] (hA : A.PosDef) {b y : n → ℝ} {U : Submodule ℝ (n → ℝ)}
    (hy : IsGalerkin A b U y) {m : ℝ} (hm : 0 < m)
    (hb : ∀ x : n → ℝ, m * (x ⬝ᵥ x) ≤ x ⬝ᵥ A *ᵥ x) :
    polarizability A b - subspacePolarizability A b U
        = residual A b y ⬝ᵥ A⁻¹ *ᵥ residual A b y ∧
      polarizability A b - subspacePolarizability A b U
        ≤ (residual A b y ⬝ᵥ residual A b y) / m := by
  rw [(galerkin_max hA hy).2.1]
  refine ⟨gap_eq_residual hA b y, ?_⟩
  have hr : residual A b y = A *ᵥ (A⁻¹ *ᵥ b - y) := by
    rw [residual, Matrix.mulVec_sub, Matrix.mulVec_mulVec,
      Matrix.mul_nonsing_inv _ hA.det_pos.ne'.isUnit, Matrix.one_mulVec]
  rw [gap_eq_error hA, hr, le_div_iff₀ hm]
  generalize A⁻¹ *ᵥ b - y = z
  -- the square of `A z - m z` is nonnegative
  have h0 : 0 ≤ (A *ᵥ z - m • z) ⬝ᵥ (A *ᵥ z - m • z) :=
    Finset.sum_nonneg fun i _ => mul_self_nonneg _
  simp only [sub_dotProduct, dotProduct_sub, smul_dotProduct, dotProduct_smul,
    smul_eq_mul] at h0
  rw [dotProduct_comm (A *ᵥ z) z] at h0
  have h1 := mul_le_mul_of_nonneg_left (hb z) hm.le
  nlinarith [h0, h1]

end

end VariationalPolarizability
```

```lean
#print axioms VariationalPolarizability.polarizability_monotone
#print axioms VariationalPolarizability.exact_iff
#print axioms VariationalPolarizability.galerkin_error
```

```
'VariationalPolarizability.polarizability_monotone' depends on axioms: [propext, Classical.choice, Quot.sound]
'VariationalPolarizability.exact_iff' depends on axioms: [propext, Classical.choice, Quot.sound]
'VariationalPolarizability.galerkin_error' depends on axioms: [propext, Classical.choice, Quot.sound]
```
